# Polynomial plane strains come from a polynomial displacement exactly when p_yy + q_xx = 2 r_xy

A strained crystal layer is often described by its strain at each point: the stretch along x, the stretch along y and the shear. These are three fields, but the material points move by a displacement with only two components, u along x and v along y. Three fields chosen freely will therefore generally not fit together. Small squares of material, each deformed as prescribed, would leave gaps or overlap. Which strain fields belong to an actual displacement, and how much of the displacement do they fix?

For small displacement gradients the strain components are

p = u_x,  q = v_y,  r = (u_y + v_x)/2,

where subscripts denote partial derivatives. Textbooks usually write ε_xx, ε_yy and ε_xy for p, q and r. The shear r is the tensor component, half of the engineering shear. For polynomial fields, a polynomial displacement exists if and only if p_yy + q_xx = 2 r_xy, and it is then unique up to a translation and a linearised rotation.

In a continuum or tight-binding model of electrons in a strained two-dimensional crystal, this decides whether a prescribed strain can come from a displacement of the lattice, provided the displacement is in-plane with small gradients and the strain is polynomial.

```lean
import Mathlib

open MvPolynomial

namespace PlaneStrainCompatibility

noncomputable section
```

## Fields and strains

A field is a polynomial in two variables with real coefficients. Lean numbers the variables from zero, so `X 0` is x and `X 1` is y.

```lean
/-- Real polynomial fields in the plane; `X 0` is the coordinate x and `X 1` is y. -/
abbrev Field2 := MvPolynomial (Fin 2) ℝ
```

The derivatives `∂x` and `∂y` are the formal ones, which agree with the usual derivatives of polynomial functions. `HasStrain u v p q r` states the three strain relations above. What remains to be justified in an application is the replacement of the real strain in a finite body by such small-strain polynomials. In a body with a hole, for instance, a strain can satisfy the compatibility equation everywhere and still have no single-valued displacement, as happens around a dislocation core.

```lean
local notation "∂x" => MvPolynomial.pderiv (R := ℝ) (0 : Fin 2)
local notation "∂y" => MvPolynomial.pderiv (R := ℝ) (1 : Fin 2)

/-- The displacement `(u, v)` has normal strains `p = u_x`, `q = v_y` and
shear strain `r = (u_y + v_x)/2`. -/
def HasStrain (u v p q r : Field2) : Prop :=
  p = ∂x u ∧ q = ∂y v ∧ r = (1 / 2 : ℝ) • (∂y u + ∂x v)
```

## Integration in one coordinate

To recover a displacement from its derivatives we need to integrate. In x, without an integration constant, the rule for a monomial is

x^m y^n ↦ x^(m+1) y^n / (m+1),

and similarly in y. Extending linearly gives an operation I_x, or I_y, on all polynomials. In Lean this is `antideriv i`, with `i` equal to 0 for x and 1 for y. The exponents m and n are collected in one function `s`, with m = `s 0` and n = `s 1`.

```lean
/-- Formal integration in the coordinate `i`, monomial by monomial, without integration constant. -/
def antideriv (i : Fin 2) : Field2 →ₗ[ℝ] Field2 :=
  (basisMonomials (Fin 2) ℝ).constr ℝ fun s =>
    monomial (s + Finsupp.single i 1) (1 / ((s i : ℝ) + 1))
```

By linearity, a monomial with coefficient a is integrated to one with coefficient a/(m+1).

```lean
/-- Integrating a monomial raises its exponent by one and divides by the new exponent. -/
theorem antideriv_monomial (i : Fin 2) (s : Fin 2 →₀ ℕ) (a : ℝ) :
    antideriv i (monomial s a) = monomial (s + Finsupp.single i 1) (a / ((s i : ℝ) + 1)) := by
  have h : (monomial s a : Field2) = a • basisMonomials (Fin 2) ℝ s := by
    simp [coe_basisMonomials, smul_monomial]
  rw [h, map_smul, antideriv, Module.Basis.constr_basis, smul_monomial, smul_eq_mul, mul_one_div]
```

Differentiating in the same coordinate multiplies by the new exponent:

∂x I_x (a x^m y^n) = (m+1) · a/(m+1) · x^m y^n = a x^m y^n.

The proof checks this for monomials and then passes to sums, the pattern used for each of the polynomial identities below that is proved by induction.

```lean
/-- Differentiating the integral in the same coordinate returns the field. -/
theorem partial_antideriv (i : Fin 2) (f : Field2) : pderiv i (antideriv i f) = f := by
  refine MvPolynomial.induction_on' f (fun s a => ?_) (fun f g hf hg => ?_)
  · have hc : a / ((s i : ℝ) + 1) *
        (((s + Finsupp.single i 1 : Fin 2 →₀ ℕ) i : ℕ) : ℝ) = a := by
      have hs : (s i : ℝ) + 1 ≠ 0 := by positivity
      rw [Finsupp.add_apply, Finsupp.single_eq_same]
      push_cast
      field_simp
    rw [antideriv_monomial, pderiv_monomial, add_tsub_cancel_right, hc]
  · simp only [map_add, hf, hg]
```

Integration in x also commutes with differentiation in y, since both orders give

n a x^(m+1) y^(n−1) / (m+1),

which is zero when n = 0. The coordinates must differ: for the constant field 1, ∂x I_x 1 = 1 but I_x ∂x 1 = 0. In the proof, `e1`, `e2` and `e3` say that raising one exponent and lowering the other do not interfere.

```lean
/-- Integration in one coordinate commutes with differentiation in the other. -/
theorem partial_antideriv_comm {i j : Fin 2} (hij : i ≠ j) (f : Field2) :
    pderiv j (antideriv i f) = antideriv i (pderiv j f) := by
  refine MvPolynomial.induction_on' f (fun s a => ?_) (fun f g hf hg => ?_)
  · have e1 : s + Finsupp.single i 1 - Finsupp.single j 1
        = s - Finsupp.single j 1 + Finsupp.single i 1 := by
      ext k
      by_cases h1 : i = k
      · have h2 : j ≠ k := fun h => hij (h1.trans h.symm)
        simp [h1, h2]
      · simp [Finsupp.single_apply, h1]
    have e2 : (s + Finsupp.single i 1 : Fin 2 →₀ ℕ) j = s j := by
      simp [hij]
    have e3 : (s - Finsupp.single j 1 : Fin 2 →₀ ℕ) i = s i := by
      simp [hij.symm]
    rw [antideriv_monomial, pderiv_monomial, pderiv_monomial, antideriv_monomial, e1, e2, e3,
      div_mul_eq_mul_div]
  · simp only [map_add, hf, hg]
```

Mixed derivatives agree for the same reason. Both orders turn a x^m y^n into m n a x^(m−1) y^(n−1).

```lean
/-- Mixed partial derivatives of a polynomial field agree. -/
theorem partial_comm (i j : Fin 2) (f : Field2) :
    pderiv i (pderiv j f) = pderiv j (pderiv i f) := by
  by_cases hij : i = j
  · rw [hij]
  refine MvPolynomial.induction_on' f (fun s a => ?_) (fun f g hf hg => ?_)
  · have e1 : (s - Finsupp.single j 1 : Fin 2 →₀ ℕ) i = s i := by
      simp [Ne.symm hij]
    have e2 : (s - Finsupp.single i 1 : Fin 2 →₀ ℕ) j = s j := by
      simp [hij]
    simp only [pderiv_monomial]
    rw [e1, e2, tsub_right_comm, mul_right_comm]
  · simp only [map_add, hf, hg]
```

## A potential for a curl-free field

Suppose f_y = g_x. We want φ with φ_x = f and φ_y = g. Integrating f in x gives the first equation, but may miss part of the second. The missing part is

d = g − ∂y I_x f,

and it does not depend on x, because

d_x = g_x − ∂y ∂x I_x f = g_x − f_y = 0.

Now set φ = I_x f + I_y d. Then

φ_x = f + I_y d_x = f,
φ_y = ∂y I_x f + d = g.

The Lean proof supplies this φ, with `h0` recording d_x = 0.

```lean
/-- A curl-free polynomial vector field `(f, g)` in the plane is the gradient of a polynomial. -/
theorem exists_potential {f g : Field2} (h : ∂y f = ∂x g) :
    ∃ φ : Field2, ∂x φ = f ∧ ∂y φ = g := by
  -- what integration in x misses does not depend on x
  have h0 : ∂x (g - ∂y (antideriv 0 f)) = 0 := by
    rw [map_sub, partial_comm 0 1, partial_antideriv, h, sub_self]
  refine ⟨antideriv 0 f + antideriv 1 (g - ∂y (antideriv 0 f)), ?_, ?_⟩
  · rw [map_add, partial_antideriv,
      partial_antideriv_comm (show (1 : Fin 2) ≠ 0 by decide), h0, map_zero, add_zero]
  · rw [map_add, partial_antideriv]
    ring
```

## Compatibility, and the displacement it provides

If a displacement exists, its strains satisfy

p_yy + q_xx = u_xyy + v_xxy = ∂x ∂y (u_y + v_x) = 2 r_xy.

For the converse, first find the local rotation w = (v_x − u_y)/2. The strain determines its gradient:

w_x = r_x − p_y,  w_y = q_x − r_y.

A polynomial w with this gradient exists if the cross derivatives match, that is, if

r_xy − p_yy = q_xx − r_xy.

This is the compatibility equation. With w known, all four derivatives of the displacement are known:

u_x = p,  u_y = r − w,
v_x = r + w,  v_y = q.

The pair for u is integrable because p_y = r_x − w_x, and the pair for v because r_y + w_y = q_x. Adding u_y and v_x gives 2r, so the shear is correct as well.

Pure bending of a beam shows the calculation at work. Let κ be the curvature and ν the ratio of transverse contraction to axial stretch, both constant, and take

p = κy,  q = −νκy,  r = 0.

All second derivatives vanish, so the strain is compatible. The rotation equations are w_x = −κ and w_y = 0, solved by w = −κx. Then u_x = κy and u_y = κx give u = κxy, while v_x = −κx and v_y = −νκy give

v = −κ(x² + νy²)/2.

The theorem states the equivalence for arbitrary polynomials p, q and r. Its three uses of `exists_potential` produce w, u and v in that order; `module` and `ring` do the remaining linear algebra. The name Saint-Venant in the comment usually refers to the conditions for smooth strains in three dimensions, of which this is the planar equation, here for polynomials.

```lean
/-- **Saint-Venant compatibility in the plane.** Polynomials `p, q, r` are the strain components
of some polynomial displacement if and only if `p_yy + q_xx = 2 r_xy`. -/
theorem exists_displacement_iff (p q r : Field2) :
    (∃ u v : Field2, HasStrain u v p q r) ↔
      ∂y (∂y p) + ∂x (∂x q) = (2 : ℝ) • ∂x (∂y r) := by
  constructor
  · rintro ⟨u, v, rfl, rfl, rfl⟩
    simp only [Derivation.map_smul, map_add]
    rw [partial_comm 1 0 u, partial_comm 1 0 (∂y u), partial_comm 1 0 v]
    module
  · intro h
    -- first find w, the local rotation (v_x - u_y)/2 of the displacement sought, from its gradient
    obtain ⟨w, hwx, hwy⟩ : ∃ w : Field2, ∂x w = ∂x r - ∂y p ∧ ∂y w = ∂x q - ∂y r := by
      apply exists_potential
      simp only [map_sub]
      rw [partial_comm 1 0 r]
      linear_combination (norm := module) (-1 : ℝ) • h
    -- then the full displacement gradient is known and can be integrated
    obtain ⟨u, hux, huy⟩ : ∃ u : Field2, ∂x u = p ∧ ∂y u = r - w := by
      apply exists_potential
      rw [map_sub, hwx]
      ring
    obtain ⟨v, hvx, hvy⟩ : ∃ v : Field2, ∂x v = r + w ∧ ∂y v = q := by
      apply exists_potential
      rw [map_add, hwy]
      ring
    refine ⟨u, v, hux.symm, hvy.symm, ?_⟩
    rw [huy, hvx]
    module
```

## What the strain leaves undetermined

Uniqueness requires that a polynomial with zero gradient be constant. The coefficient of x^m y^n in f_x is (m+1) times the coefficient of x^(m+1) y^n in f, and likewise in y. In the Lean statements of this section, `m` stands for both exponents together, `m 0` for that of x and `m 1` for that of y.

```lean
/-- The coefficients of a partial derivative are those of the field, shifted by one power and
multiplied by the exponent. -/
theorem coeff_partial (i : Fin 2) (m : Fin 2 →₀ ℕ) (f : Field2) :
    coeff m (pderiv i f) = coeff (m + Finsupp.single i 1) f * ((m i : ℝ) + 1) := by
  refine MvPolynomial.induction_on' f (fun s a => ?_) (fun f g hf hg => ?_)
  · rw [pderiv_monomial, coeff_monomial, coeff_monomial]
    by_cases h : s = m + Finsupp.single i 1
    · subst h
      simp
    · rw [if_neg h, zero_mul]
      split_ifs with h'
      · have h0 : s i = 0 := by
          by_contra h0
          apply h
          rw [← h', tsub_add_cancel_of_le]
          exact Finsupp.single_le_iff.2 (Nat.one_le_iff_ne_zero.2 h0)
        simp [h0]
      · rfl
  · simp only [map_add, coeff_add, hf, hg]
    ring
```

If f_x = f_y = 0, every coefficient of f belonging to a monomial with a positive exponent must therefore vanish. Only the constant term is left. The proof picks a nonzero exponent `m i`, lowers it by one and applies the coefficient formula. In the statement, `C c` is the real number c regarded as a constant field.

```lean
/-- A polynomial field whose gradient vanishes is constant. -/
theorem eq_const_of_gradient_zero {f : Field2} (hx : ∂x f = 0) (hy : ∂y f = 0) :
    ∃ c : ℝ, f = C c := by
  have hd : ∀ i : Fin 2, pderiv i f = 0 := Fin.forall_fin_two.2 ⟨hx, hy⟩
  refine ⟨coeff 0 f, ?_⟩
  ext m
  rw [coeff_C]
  split_ifs with h
  · rw [← h]
  · obtain ⟨i, hi⟩ : ∃ i, m i ≠ 0 := by
      by_contra hc
      push Not at hc
      exact h (Finsupp.ext fun i => (hc i).symm)
    have key := coeff_partial i (m - Finsupp.single i 1) f
    rw [hd i, coeff_zero, tsub_add_cancel_of_le
      (Finsupp.single_le_iff.2 (Nat.one_le_iff_ne_zero.2 hi))] at key
    rcases mul_eq_zero.1 key.symm with h1 | h1
    · exact h1
    · exact absurd h1 (Nat.cast_add_one_ne_zero _)
```

Now let (u, v) and (u', v') have the same strain, and write U = u' − u and V = v' − v. Then

U_x = 0,  V_y = 0,  U_y + V_x = 0.

The derivative U_y has zero gradient, since ∂x U_y = ∂y U_x = 0 and ∂y U_y = −∂y V_x = −∂x V_y = 0. So U_y is a constant k, and V_x = −k. Integrating once more, and writing c = −k,

U = a − c y,  V = b + c x.

This is a translation (a, b) plus a rotation through the small angle c, to first order. Conversely, adding such a motion changes none of the three strains. A finite rotation through an angle θ behaves differently in this linearised measure: it gives p = q = cos θ − 1.

The Lean proof applies the zero-gradient lemma three times, to obtain k, a and b. The reverse direction is direct differentiation.

```lean
/-- If `(u, v)` has strain `p, q, r`, then `(u', v')` has the same strain exactly when it differs
from `(u, v)` by a translation `(a, b)` and a linearised rotation `c (-y, x)`. -/
theorem same_strain_iff_rigid {u v p q r : Field2} (h : HasStrain u v p q r) (u' v' : Field2) :
    HasStrain u' v' p q r ↔
      ∃ a b c : ℝ, u' = u + C a - C c * X 1 ∧ v' = v + C b + C c * X 0 := by
  obtain ⟨h1, h2, h3⟩ := h
  have x0 : ∂x (X 0 : Field2) = 1 := pderiv_X_self 0
  have y1 : ∂y (X 1 : Field2) = 1 := pderiv_X_self 1
  have x1 : ∂x (X 1 : Field2) = 0 := pderiv_X_of_ne (by decide)
  have y0 : ∂y (X 0 : Field2) = 0 := pderiv_X_of_ne (by decide)
  constructor
  · rintro ⟨k1, k2, k3⟩
    have hx : ∂x u' = ∂x u := k1.symm.trans h1
    have hy : ∂y v' = ∂y v := k2.symm.trans h2
    have hs : ∂y u' + ∂x v' = ∂y u + ∂x v := by
      linear_combination (norm := module) (2 : ℝ) • h3 - (2 : ℝ) • k3
    -- the y-derivatives of u' and u differ by a constant
    obtain ⟨k, hk⟩ : ∃ k : ℝ, ∂y u' - ∂y u = C k := by
      apply eq_const_of_gradient_zero
      · rw [map_sub, partial_comm 0 1 u', partial_comm 0 1 u, hx, sub_self]
      · have e : ∂y u' - ∂y u = ∂x v - ∂x v' := by linear_combination hs
        rw [e, map_sub, partial_comm 1 0 v, partial_comm 1 0 v', hy, sub_self]
    obtain ⟨a, ha⟩ : ∃ a : ℝ, u' - u - C k * X 1 = C a := by
      apply eq_const_of_gradient_zero
      · simp only [map_sub, pderiv_C_mul, x1]
        linear_combination hx
      · simp only [map_sub, pderiv_C_mul, y1]
        linear_combination hk
    obtain ⟨b, hb⟩ : ∃ b : ℝ, v' - v + C k * X 0 = C b := by
      apply eq_const_of_gradient_zero
      · simp only [map_sub, map_add, pderiv_C_mul, x0]
        linear_combination hs - hk
      · simp only [map_sub, map_add, pderiv_C_mul, y0]
        linear_combination hy
    refine ⟨a, b, -k, ?_, ?_⟩
    · rw [map_neg]
      linear_combination ha
    · rw [map_neg]
      linear_combination hb
  · rintro ⟨a, b, c, rfl, rfl⟩
    refine ⟨?_, ?_, ?_⟩
    · simp only [map_sub, map_add, pderiv_C, pderiv_C_mul, x1]
      rw [h1]
      ring
    · simp only [map_add, pderiv_C, pderiv_C_mul, y0]
      rw [h2]
      ring
    · simp only [map_sub, map_add, pderiv_C, pderiv_C_mul, x0, y1]
      rw [h3]
      congr 1
      ring
```

## A strain that no displacement produces

Take p = y² and q = r = 0. Lines parallel to x would stretch by an amount growing with y², while lengths along y and right angles between the axes stayed unchanged to first order. Here p_yy = 2, and the other terms in the compatibility equation are zero, so it would read 2 = 0.

Without compatibility, the reconstruction already fails at the rotation: it would need w_x = −2y and w_y = 0, whose cross derivatives are −2 and 0. The Lean proof uses the equivalence to turn an assumed displacement into the equation 2 = 0, and compares constant coefficients.

```lean
/-- The strain `p = y²`, `q = r = 0` belongs to no polynomial displacement. -/
theorem quadratic_strain_incompatible :
    ¬ ∃ u v : Field2, HasStrain u v (X 1 ^ 2) 0 0 := by
  rw [exists_displacement_iff]
  intro h
  have h1 : ∂y (X 1 ^ 2 : Field2) = (2 : ℝ) • X 1 := by
    rw [sq, Derivation.leibniz, pderiv_X_self, smul_eq_mul, mul_one]
    module
  rw [h1, Derivation.map_smul, pderiv_X_self] at h
  have h2 := congrArg (coeff 0) h
  simp [coeff_one] at h2

end

end PlaneStrainCompatibility
```

```lean
#print axioms PlaneStrainCompatibility.exists_displacement_iff
#print axioms PlaneStrainCompatibility.same_strain_iff_rigid
#print axioms PlaneStrainCompatibility.quadratic_strain_incompatible
```

```
'PlaneStrainCompatibility.exists_displacement_iff' depends on axioms: [propext, Classical.choice, Quot.sound]
'PlaneStrainCompatibility.same_strain_iff_rigid' depends on axioms: [propext, Classical.choice, Quot.sound]
'PlaneStrainCompatibility.quadratic_strain_incompatible' depends on axioms: [propext, Classical.choice, Quot.sound]
```
